# For a qubit mixture of |0⟩ and |+⟩, virtual distillation of Z converges to a value below the ideal 1

**Q:** Take an equal mixture of |0⟩ and |+⟩, where |0⟩ is the state I wanted. Virtual distillation is supposed to suppress the error as I add copies. Does it bring ⟨Z⟩ back to 1?

**A:** No. In the computational basis the mixture and its square are

ρ = ¼ [3, 1; 1, 1],  ρ² = ⅛ [5, 2; 2, 1].

One copy gives tr(Zρ) = 1/2. Two copies give

tr(Zρ²)/tr(ρ²) = (4/8)/(6/8) = 2/3.

Three copies give 7/10, and the limit is 1/√2 ≈ 0.707. High powers of ρ select its dominant eigenvector. Since |+⟩ is not orthogonal to |0⟩, that eigenvector is tilted away from |0⟩, and more copies do not remove the tilt.

**Q:** Show me the general case, with error probability p.

**A:** Let 0 < p < 1, and let X and Z be Pauli matrices. Then

ρ = (1−p)|0⟩⟨0| + p|+⟩⟨+| = ½(I + N),  N = pX + (1−p)Z.

Because X and Z anticommute,

N² = r² I,  r = √(p² + (1−p)²).

So N has eigenvalues ±r, with projectors ½(I ± N/r), and ρ has eigenvalues λ± = (1 ± r)/2. Hence

ρ^m = ½(λ₊^m + λ₋^m) I + (λ₊^m − λ₋^m) N/(2r).

Using tr N = 0 and tr(ZN) = 2(1−p), we get

tr(ρ^m) = λ₊^m + λ₋^m,
tr(Zρ^m) = ((1−p)/r)(λ₊^m − λ₋^m).

With q = λ₋/λ₊ = (1−r)/(1+r), the quotient is

tr(Zρ^m)/tr(ρ^m) = ((1−p)/r) · (1 − q^m)/(1 + q^m).

Now r² = (1−p)² + p² > (1−p)², and r² = 1 − 2p(1−p) < 1. So 1−p < r < 1 and 0 < q < 1. Therefore q^m → 0, and the limit (1−p)/r lies strictly between 1−p and 1.

**Q:** How do I know that the Lean file is about these states, and not about some convenient matrix?

**A:** It builds the matrix from the kets. Index 0 stands for |0⟩ and index 1 for |1⟩.

```lean
import Mathlib

open Matrix Filter Topology

namespace VirtualDistillationFloor

noncomputable section

/-- The qubit state `|0⟩`. -/
def ket0 : Fin 2 → ℂ := ![1, 0]

/-- The qubit state `|+⟩ = (|0⟩ + |1⟩)/√2`. -/
def ketPlus : Fin 2 → ℂ := ![((√2 : ℝ) : ℂ)⁻¹, ((√2 : ℝ) : ℂ)⁻¹]
```

`proj v` has entries vᵢ v̄ⱼ, which is the outer product |v⟩⟨v|. Both kets are normalised.

```lean
/-- The outer product `|v⟩⟨v|`. -/
def proj (v : Fin 2 → ℂ) : Matrix (Fin 2) (Fin 2) ℂ := vecMulVec v (star v)

/-- The Pauli matrix `Z`. -/
def pauliZ : Matrix (Fin 2) (Fin 2) ℂ := !![1, 0; 0, -1]
```

The real number `p` is the probability that the preparation delivered |+⟩ instead of |0⟩.

```lean
/-- The noisy state: `|0⟩` with weight `1 - p` and `|+⟩` with weight `p`. -/
def rho (p : ℝ) : Matrix (Fin 2) (Fin 2) ℂ :=
  (1 - (p : ℂ)) • proj ket0 + (p : ℂ) • proj ketPlus
```

**Q:** And the distilled value?

**A:** It is the quotient of traces, as a complex number, with `m` the number of copies.

```lean
/-- The estimate of `Z` by virtual distillation with `m` copies. -/
def distilled (p : ℝ) (m : ℕ) : ℂ :=
  trace (pauliZ * rho p ^ m) / trace (rho p ^ m)
```

The other two definitions are r and q.

```lean
/-- The length `√(p² + (1-p)²)` of the vector `(p, 0, 1-p)`. -/
def blochLength (p : ℝ) : ℝ := √(p ^ 2 + (1 - p) ^ 2)

/-- The ratio `(1 - r)/(1 + r)`, where `r` is the Bloch length. -/
def spectralRatio (p : ℝ) : ℝ := (1 - blochLength p) / (1 + blochLength p)
```

The main theorem, `distillation_misses_ideal`, assumes `0 < p` and `p < 1`. It says that the sequence `distilled p` converges in ℂ to (1−p)/r as `m` grows, and that this real number is strictly above 1−p and strictly below 1.

**Q:** That leaves out much of an experiment.

**A:** It does. The copies are identical and uncorrelated, the circuit that measures the traces is absent, and so are its noise and the sampling cost. For error mitigation in quantum simulation, this one-qubit, one-parameter model shows a bias that remains even with unlimited copies of the noisy state and exact values of the traces.

**Q:** Then take me through the proof. Where do the bounds on r come from?

**A:** The first lemma gives r > 0 and the value of r². The second compares squares, as we did above.

```lean
/-- The Bloch length is positive, and its square is `p² + (1-p)²`. -/
theorem blochLength_spec (p : ℝ) :
    0 < blochLength p ∧ blochLength p ^ 2 = p ^ 2 + (1 - p) ^ 2 := by
  have h : 0 < p ^ 2 + (1 - p) ^ 2 := by nlinarith [sq_nonneg (2 * p - 1)]
  exact ⟨Real.sqrt_pos.mpr h, Real.sq_sqrt h.le⟩

/-- For `0 < p < 1` the Bloch length lies strictly between `1 - p` and `1`. -/
theorem blochLength_bounds {p : ℝ} (h0 : 0 < p) (h1 : p < 1) :
    1 - p < blochLength p ∧ blochLength p < 1 := by
  obtain ⟨hr, hsq⟩ := blochLength_spec p
  constructor
  · apply lt_of_pow_lt_pow_left₀ 2 hr.le
    rw [hsq]
    nlinarith [pow_pos h0 2]
  · apply lt_of_pow_lt_pow_left₀ 2 zero_le_one
    rw [hsq]
    nlinarith [mul_pos h0 (sub_pos.mpr h1)]
```

Next the outer products are multiplied out, entry by entry, to give the matrix of ρ.

```lean
/-- The noisy state written out in the computational basis. -/
theorem rho_eq (p : ℝ) :
    rho p = !![1 - (p : ℂ) / 2, (p : ℂ) / 2; (p : ℂ) / 2, (p : ℂ) / 2] := by
  have h : ((√2 : ℝ) : ℂ)⁻¹ * ((√2 : ℝ) : ℂ)⁻¹ = 1 / 2 := by
    rw [← mul_inv, ← Complex.ofReal_mul, Real.mul_self_sqrt (by norm_num)]
    norm_num
  have hp : proj ketPlus = !![1 / 2, 1 / 2; 1 / 2, 1 / 2] := by
    ext i j
    fin_cases i <;> fin_cases j <;> simp [proj, ketPlus, vecMulVec_apply, h]
  have hz : proj ket0 = !![1, 0; 0, 0] := by
    ext i j
    fin_cases i <;> fin_cases j <;> simp [proj, ket0, vecMulVec_apply]
  rw [rho, hp, hz]
  ext i j
  fin_cases i <;> fin_cases j <;> simp <;> ring
```

**Q:** Are the reference values 1 and 1−p put in by decree?

**A:** No, they are computed as traces in the ideal and the noisy state.

```lean
/-- The expectation of `Z` is `1` in the state `|0⟩` and `1 - p` in the noisy state. -/
theorem ideal_and_raw_value (p : ℝ) :
    trace (pauliZ * proj ket0) = 1 ∧ trace (pauliZ * rho p) = 1 - (p : ℂ) := by
  constructor
  · have hz : proj ket0 = !![1, 0; 0, 0] := by
      ext i j
      fin_cases i <;> fin_cases j <;> simp [proj, ket0, vecMulVec_apply]
    rw [hz, pauliZ, mul_fin_two, trace_fin_two_of]
    norm_num
  · rw [rho_eq, pauliZ, mul_fin_two, trace_fin_two_of]
    ring
```

**Q:** Does Lean diagonalise ρ?

**A:** It proves the formula for ρ^m by induction instead, multiplied by 2r to avoid division. In the step from m to m+1, the closed form is multiplied by ρ, and the two eigenvalue powers are renamed `A` and `B`. The off-diagonal entries then agree by algebra alone. The diagonal ones need r² = p² + (1−p)², which `linear_combination` supplies through `hsq`.

```lean
/-- Closed form of the powers of the noisy state in terms of `((1 ± r)/2)^m`, where
`r² = p² + (1-p)²`. -/
theorem rho_pow (p : ℝ) {r : ℂ} (hsq : r ^ 2 = (p : ℂ) ^ 2 + (1 - (p : ℂ)) ^ 2) (m : ℕ) :
    (2 * r) • rho p ^ m =
      !![r * (((1 + r) / 2) ^ m + ((1 - r) / 2) ^ m)
          + (((1 + r) / 2) ^ m - ((1 - r) / 2) ^ m) * (1 - (p : ℂ)),
        (((1 + r) / 2) ^ m - ((1 - r) / 2) ^ m) * (p : ℂ);
        (((1 + r) / 2) ^ m - ((1 - r) / 2) ^ m) * (p : ℂ),
        r * (((1 + r) / 2) ^ m + ((1 - r) / 2) ^ m)
          - (((1 + r) / 2) ^ m - ((1 - r) / 2) ^ m) * (1 - (p : ℂ))] := by
  have mat_ext : ∀ a b c d a' b' c' d' : ℂ, a = a' → b = b' → c = c' → d = d' →
      !![a, b; c, d] = !![a', b'; c', d'] := by
    rintro a b c d _ _ _ _ rfl rfl rfl rfl
    rfl

  induction m with
  | zero =>
    ext i j
    fin_cases i <;> fin_cases j <;> simp <;> ring
  | succ m ih =>
    -- one more copy multiplies the closed form by the explicit matrix
    rw [pow_succ (rho p), ← Matrix.smul_mul, ih, rho_eq, mul_fin_two]
    simp only [pow_succ]
    generalize ((1 + r) / 2) ^ m = A
    generalize ((1 - r) / 2) ^ m = B
    apply mat_ext
    · linear_combination (-(A - B) / 2) * hsq
    · ring
    · ring
    · linear_combination (-(A - B) / 2) * hsq
```

Taking the trace of this identity, both as it stands and after multiplying by Z, and cancelling the nonzero factors of r gives `ht` and `hz`, the two traces derived above. The step `key` divides out λ₊^m, which leaves only q. The result also shows that the complex quotient is real.

```lean
/-- Exact estimate with `m` copies: `(1-p)/r · (1 - q^m)/(1 + q^m)`, with `r` the Bloch
length and `q = (1 - r)/(1 + r)`. -/
theorem distilled_eq (p : ℝ) (m : ℕ) :
    distilled p m = (((1 - p) / blochLength p *
      ((1 - spectralRatio p ^ m) / (1 + spectralRatio p ^ m)) : ℝ) : ℂ) := by
  have hr := (blochLength_spec p).1
  have hrc : (blochLength p : ℂ) ≠ 0 := by exact_mod_cast hr.ne'
  have hsq : (blochLength p : ℂ) ^ 2 = (p : ℂ) ^ 2 + (1 - (p : ℂ)) ^ 2 := by
    exact_mod_cast (blochLength_spec p).2
  -- factor the larger eigenvalue out of numerator and denominator
  have hA : ((1 + blochLength p) / 2) ^ m ≠ 0 := by positivity
  have hB : ((1 - blochLength p) / 2) ^ m =
      ((1 + blochLength p) / 2) ^ m * spectralRatio p ^ m := by
    have hs : 1 + blochLength p ≠ 0 := by positivity
    have hb : (1 - blochLength p) / 2 = (1 + blochLength p) / 2 * spectralRatio p := by
      unfold spectralRatio
      field_simp
    rw [hb, mul_pow]
  have key : (1 - spectralRatio p ^ m) / (1 + spectralRatio p ^ m) =
      (((1 + blochLength p) / 2) ^ m - ((1 - blochLength p) / 2) ^ m) /
      (((1 + blochLength p) / 2) ^ m + ((1 - blochLength p) / 2) ^ m) := by
    rw [hB, ← mul_one_sub, ← mul_one_add, mul_div_mul_left _ _ hA]
  -- the two traces
  have ht : trace (rho p ^ m) = ((1 + (blochLength p : ℂ)) / 2) ^ m
      + ((1 - (blochLength p : ℂ)) / 2) ^ m := by
    have h := congrArg trace (rho_pow p hsq m)
    rw [trace_smul, trace_fin_two_of, smul_eq_mul] at h
    apply mul_left_cancel₀ (mul_ne_zero two_ne_zero hrc)
    linear_combination h
  have hz : trace (pauliZ * rho p ^ m) = (1 - (p : ℂ)) / blochLength p *
      (((1 + (blochLength p : ℂ)) / 2) ^ m - ((1 - (blochLength p : ℂ)) / 2) ^ m) := by
    have h := congrArg (fun M => trace (pauliZ * M)) (rho_pow p hsq m)
    simp only [pauliZ, Matrix.mul_smul, trace_smul, mul_fin_two, trace_fin_two_of,
      smul_eq_mul] at h
    rw [pauliZ, div_mul_eq_mul_div, eq_div_iff hrc]
    linear_combination h / 2
  rw [distilled, ht, hz, key]
  push_cast
  rw [mul_div_assoc]
```

**Q:** So the limit is just q^m → 0?

**A:** Yes. Lean takes the limit of the real formula and carries it to ℂ by continuity. The lower inequality becomes (1−p)r < 1−p, which follows from r < 1. The upper one follows from 1−p < r.

```lean
/-- For `0 < p < 1` the distilled value of `Z` converges to `(1-p)/√(p² + (1-p)²)`, which
is strictly above `1 - p` and strictly below `1`. -/
theorem distillation_misses_ideal {p : ℝ} (h0 : 0 < p) (h1 : p < 1) :
    Tendsto (distilled p) atTop (𝓝 (((1 - p) / √(p ^ 2 + (1 - p) ^ 2) : ℝ) : ℂ)) ∧
      1 - p < (1 - p) / √(p ^ 2 + (1 - p) ^ 2) ∧
      (1 - p) / √(p ^ 2 + (1 - p) ^ 2) < 1 := by
  change Tendsto (distilled p) atTop (𝓝 (((1 - p) / blochLength p : ℝ) : ℂ)) ∧
    1 - p < (1 - p) / blochLength p ∧ (1 - p) / blochLength p < 1
  have hr := (blochLength_spec p).1
  obtain ⟨hlo, hhi⟩ := blochLength_bounds h0 h1
  refine ⟨?_, ?_, (div_lt_one hr).mpr hlo⟩
  · have q0 : 0 ≤ spectralRatio p := div_nonneg (by linarith) (by linarith)
    have q1 : spectralRatio p < 1 := (div_lt_one (by linarith)).mpr (by linarith)
    have hq := tendsto_pow_atTop_nhds_zero_of_lt_one q0 q1
    have h := (((tendsto_const_nhds (x := (1 : ℝ))).sub hq).div
      ((tendsto_const_nhds (x := (1 : ℝ))).add hq) (by norm_num)).const_mul
      ((1 - p) / blochLength p)
    have e : (1 - p) / blochLength p * ((1 - 0) / (1 + 0)) = (1 - p) / blochLength p := by
      norm_num
    rw [e] at h
    exact ((Complex.continuous_ofReal.tendsto _).comp h).congr
      (fun m => (distilled_eq p m).symm)
  · rw [lt_div_iff₀ hr]
    nlinarith [mul_pos (sub_pos.mpr h1) (sub_pos.mpr hhi)]
```

**Q:** What happens if I allow the endpoints?

**A:** At each endpoint at least one of the strict inequalities fails. At p = 0 the state is |0⟩⟨0|, and every m ≥ 1 gives exactly 1, so the limit is not below the ideal value. At p = 1 the state is |+⟩⟨+|, and the value is always 0, so the limit is not above 1−p = 0.

**Q:** Could some finite number of copies overshoot the limit and land closer to 1?

**A:** No. For 0 < p < 1 we have q^m > 0, so the factor (1 − q^m)/(1 + q^m) is below 1 for every m.

```lean
/-- For `0 < p < 1` and every number of copies, the distilled value stays strictly below `(1-p)/√(p²
+ (1-p)²)`. -/
theorem distilled_lt_limit {p : ℝ} (h0 : 0 < p) (h1 : p < 1) (m : ℕ) :
    (distilled p m).re < (1 - p) / √(p ^ 2 + (1 - p) ^ 2) := by
  change (distilled p m).re < (1 - p) / blochLength p
  have hr := (blochLength_spec p).1
  have hhi := (blochLength_bounds h0 h1).2
  have q0 : 0 < spectralRatio p := div_pos (by linarith) (by linarith)
  have qm := pow_pos q0 m
  rw [distilled_eq, Complex.ofReal_re]
  apply mul_lt_of_lt_one_right (div_pos (by linarith) hr)
  rw [div_lt_one (by linarith)]
  linarith
```

**Q:** How bad is the remaining bias when the error is rare?

**A:** It is second order in p, whereas the unmitigated bias is p. Write a = 1−p. Since p² = (r−a)(r+a) and r ≥ a > 0,

1 − a/r = (r−a)/r = p²/(r(r+a)) ≤ p²/(2a²).

Lean clears the denominators and uses the same factorisation of p². This bound needs only p < 1.

```lean
/-- For `p < 1`, the distance of `(1-p)/√(p² + (1-p)²)` from `1` is at most `p²/(2(1-p)²)`. -/
theorem bias_le {p : ℝ} (h1 : p < 1) :
    1 - (1 - p) / √(p ^ 2 + (1 - p) ^ 2) ≤ p ^ 2 / (2 * (1 - p) ^ 2) := by
  change 1 - (1 - p) / blochLength p ≤ _
  obtain ⟨hr, hsq⟩ := blochLength_spec p
  have ha : 0 < 1 - p := by linarith
  have hle : 1 - p ≤ blochLength p := Real.le_sqrt_of_sq_le (by nlinarith [sq_nonneg p])
  rw [one_sub_div hr.ne', div_le_div_iff₀ hr (by positivity)]
  -- use p² = (r - (1-p)) (r + (1-p))
  have hp : p ^ 2 * blochLength p =
      (blochLength p - (1 - p)) * (blochLength p + (1 - p)) * blochLength p := by
    linear_combination (-blochLength p) * hsq
  have h2 : 0 ≤ blochLength p * (blochLength p + (1 - p)) - 2 * (1 - p) ^ 2 := by
    nlinarith [mul_nonneg (sub_nonneg.mpr hle) hr.le, mul_nonneg (sub_nonneg.mpr hle) ha.le]
  rw [hp]
  nlinarith [mul_nonneg (sub_nonneg.mpr hle) h2]

end

end VirtualDistillationFloor
```

```lean
#print axioms VirtualDistillationFloor.ideal_and_raw_value
#print axioms VirtualDistillationFloor.distillation_misses_ideal
#print axioms VirtualDistillationFloor.distilled_lt_limit
#print axioms VirtualDistillationFloor.bias_le
```

```
'VirtualDistillationFloor.ideal_and_raw_value' depends on axioms: [propext, Classical.choice, Quot.sound]
'VirtualDistillationFloor.distillation_misses_ideal' depends on axioms: [propext, Classical.choice, Quot.sound]
'VirtualDistillationFloor.distilled_lt_limit' depends on axioms: [propext, Classical.choice, Quot.sound]
'VirtualDistillationFloor.bias_le' depends on axioms: [propext, Classical.choice, Quot.sound]
```
